# Uncorrelated force noise of mean zero and variance s² in the well k x²/2: steps 1/k, 1/(2k), …, 1/(nk) leave a mean excess energy s²/(2kn)

When a geometry is relaxed with Monte Carlo forces, every step uses a gradient with statistical noise in it, and the first choice is what kind of object that noise should be. Here each noise z_i is a random variable, a function on a space Ω of outcomes. One outcome ω fixes the whole noise sequence, the relaxation then runs as an ordinary recursion, and the average over ω is taken at the end.

The coordinate x is measured from the minimum of a well k x²/2 with k > 0. Step n, counted from zero, is

x_(n+1) = x_n − (k x_n + z_n)/(k(n+1)).

If the noises have mean zero and variance s² and are pairwise uncorrelated, the mean energy above the minimum after n ≥ 1 steps is s²/(2kn) for every real x₀. For variational or diffusion Monte Carlo this is a simple model of relaxation along one coordinate with a known force constant. The hypotheses leave one step to the user: that a real gradient estimate along that coordinate (the force estimate with its sign reversed) is k x plus noise of this kind.

## The recursion and its average

```lean
import Mathlib

open MeasureTheory Finset

namespace NoisyForceRelaxation

noncomputable section

/-- The geometry after `n` relaxation steps in the well `k x² / 2`, started at `x₀`:
step `n` moves against the noisy gradient `k x + z n` with step size `a n`. -/
def geometry (k : ℝ) (a : ℕ → ℝ) (x₀ : ℝ) (z : ℕ → ℝ) : ℕ → ℝ
  | 0 => x₀
  | n + 1 => geometry k a x₀ z n - a n * (k * geometry k a x₀ z n + z n)
```

`geometry k a x₀ z n` is x_n. The two lines of the definition give the start and the update

x_(n+1) = x_n − a_n (k x_n + z_n).

The type `ℕ → ℝ` is a sequence of real numbers, so the step sizes a_n form an arbitrary schedule, fixed in advance. The noise is added to the gradient; the force has the opposite sign.

```lean
/-- The harmonic step schedule `1 / (k (n + 1))`, for a force constant `k ≠ 0`. -/
def harmonicStep (k : ℝ) (n : ℕ) : ℝ := 1 / (k * (n + 1))
```

This is the schedule a_n = 1/(k(n+1)). "Harmonic" refers here to the harmonic series 1, 1/2, 1/3, …, not to the harmonic well.

```lean
/-- The first `N` force noises are square-integrable, have mean zero and variance `s²`,
and are mutually uncorrelated. -/
structure ForceNoise {Ω : Type*} [MeasurableSpace Ω] (μ : Measure Ω)
    (z : ℕ → Ω → ℝ) (s : ℝ) (N : ℕ) : Prop where
  memLp : ∀ i < N, MemLp (z i) 2 μ
  mean : ∀ i < N, ∫ ω, z i ω ∂μ = 0
  variance : ∀ i < N, ∫ ω, z i ω ^ 2 ∂μ = s ^ 2
  uncorrelated : ∀ i < N, ∀ j < N, i ≠ j →
    ∫ ω, z i ω * z j ω ∂μ = (∫ ω, z i ω ∂μ) * ∫ ω, z j ω ∂μ
```

A `structure` of type `Prop` bundles several conditions under one name. Writing ⟨·⟩ for the average over μ, they say, for indices i, j < N with i ≠ j:

⟨z_i⟩ = 0, ⟨z_i²⟩ = s², ⟨z_i z_j⟩ = ⟨z_i⟩⟨z_j⟩.

`MemLp (z i) 2 μ` says that z_i is square-integrable. Physically, the force estimator has finite variance and no bias, its variance is the same at every step, and errors from different steps are uncorrelated, as they are when each step draws a fresh independent sample. No Gaussian shape is assumed.

```lean
/-- The expected energy above the bottom of the well after `n` steps. -/
def meanExcess {Ω : Type*} [MeasurableSpace Ω] (μ : Measure Ω) (k : ℝ) (a : ℕ → ℝ)
    (x₀ : ℝ) (z : ℕ → Ω → ℝ) (n : ℕ) : ℝ :=
  ∫ ω, k * geometry k a x₀ (fun i => z i ω) n ^ 2 / 2 ∂μ
```

This is the mean excess energy E_n = ⟨k x_n²/2⟩. The expression `fun i => z i ω` is the noise sequence belonging to one outcome ω.

## What the steps do to the starting geometry

```lean
/-- With harmonic steps and `k ≠ 0`, the geometry times `k n` is minus the sum of the
first `n` force noises. -/
theorem geometry_harmonic {k : ℝ} (hk : k ≠ 0) (x₀ : ℝ) (z : ℕ → ℝ) (n : ℕ) :
    k * n * geometry k (harmonicStep k) x₀ z n = -∑ i ∈ range n, z i := by
  induction n with
  | zero => simp
  | succ n ih =>
    have hn : (n : ℝ) + 1 ≠ 0 := by positivity
    have hc : k * ((n : ℝ) + 1) * harmonicStep k n = 1 :=
      mul_one_div_cancel (mul_ne_zero hk hn)
    rw [sum_range_succ, geometry]
    push_cast
    linear_combination ih - (k * geometry k (harmonicStep k) x₀ z n + z n) * hc
```

The theorem says

k n x_n = −(z_0 + … + z_(n−1)).

For n = 0 both sides vanish. For the next step, multiply the update by k(n+1):

k(n+1) x_(n+1) = k(n+1) x_n − (k x_n + z_n) = k n x_n − z_n.

So each step appends one noise to the sum. The first step has the full length 1/k and removes x₀ altogether; for n ≥ 1, x_n is minus the average of the noises divided by k.

In Lean, `induction` splits the proof into these two cases, and `ih` is the statement already known for n. The line `hc` records that k(n+1) times the step size is 1. `linear_combination` then checks that the goal follows from `ih` and `hc` by algebra.

```lean
/-- For any step schedule, `k` times the geometry is `k` times the surviving part of the start plus
a weighted sum of the noises, and the weights sum to the surviving fraction minus one. -/
theorem geometry_weights (k : ℝ) (a : ℕ → ℝ) (n : ℕ) :
    ∃ w : ℕ → ℝ, ∑ i ∈ range n, w i = ∏ i ∈ range n, (1 - k * a i) - 1 ∧
      ∀ (x₀ : ℝ) (z : ℕ → ℝ), k * geometry k a x₀ z n =
        k * x₀ * ∏ i ∈ range n, (1 - k * a i) + ∑ i ∈ range n, w i * z i := by
  induction n with
  | zero => exact ⟨fun _ => 0, by simp, fun x₀ z => by simp [geometry]⟩
  | succ n ih =>
    obtain ⟨w, hw, hx⟩ := ih
    -- a step rescales the old weights and adds a new one
    have hs : ∀ f : ℕ → ℝ, ∑ i ∈ range (n + 1),
        (if i = n then -(k * a n) else (1 - k * a n) * w i) * f i =
        (1 - k * a n) * ∑ i ∈ range n, w i * f i - k * a n * f n := by
      intro f
      have h1 : ∑ i ∈ range n,
          (if i = n then -(k * a n) else (1 - k * a n) * w i) * f i =
          ∑ i ∈ range n, (1 - k * a n) * (w i * f i) :=
        sum_congr rfl fun i hi => by rw [if_neg (mem_range.mp hi).ne, mul_assoc]
      rw [sum_range_succ, h1, mul_sum, if_pos rfl]
      ring
    refine ⟨fun i => if i = n then -(k * a n) else (1 - k * a n) * w i, ?_,
      fun x₀ z => ?_⟩
    · have h := hs (fun _ => 1)
      simp only [mul_one] at h
      refine h.trans ?_
      rw [hw, prod_range_succ]
      ring
    · have g := hx x₀ z
      rw [hs z, prod_range_succ, geometry]
      linear_combination (1 - k * a n) * g
```

For a general schedule, let P_n be the product of the factors 1 − k a_i over i < n, with P_0 = 1. The theorem provides weights w_i with

k x_n = k x₀ P_n + Σ w_i z_i, Σ w_i = P_n − 1,

where the sums run over i < n. The weights are chosen before x₀ and z, so they do not depend on the noise. To derive this, write the update as

k x_(n+1) = (1 − k a_n) k x_n − k a_n z_n.

The old weights are multiplied by 1 − k a_n, and the new noise enters with weight −k a_n. The new sum of weights is

(1 − k a_n)(P_n − 1) − k a_n = P_(n+1) − 1.

The auxiliary statement `hs` expresses the change of weights for any sequence f. With f = 1 it gives the sum of the weights, and with f = z it gives the geometry.

## The mean square of a noise sum

```lean
variable {Ω : Type*} [MeasurableSpace Ω] {μ : Measure Ω} [IsProbabilityMeasure μ]
  {z : ℕ → Ω → ℝ} {s : ℝ} {n : ℕ}

/-- The mean square of a constant plus a weighted sum of force noises is the constant
squared plus `s²` times the sum of the squared weights. -/
theorem noise_second_moment (h : ForceNoise μ z s n) (b : ℝ) (w : ℕ → ℝ) :
    ∫ ω, (b + ∑ i ∈ range n, w i * z i ω) ^ 2 ∂μ =
      b ^ 2 + s ^ 2 * ∑ i ∈ range n, w i ^ 2 := by
  have h1 : ∀ i ∈ range n, Integrable (fun ω => 2 * b * w i * z i ω) μ := fun i hi =>
    ((h.memLp i (mem_range.mp hi)).integrable one_le_two).const_mul _
  have h2 : ∀ i ∈ range n, ∀ j ∈ range n,
      Integrable (fun ω => w i * w j * (z i ω * z j ω)) μ := fun i hi j hj =>
    ((h.memLp i (mem_range.mp hi)).integrable_mul
      (h.memLp j (mem_range.mp hj))).const_mul _
  -- the linear term averages to zero
  have e1 : ∫ ω, ∑ i ∈ range n, 2 * b * w i * z i ω ∂μ = 0 := by
    rw [integral_finsetSum _ h1]
    refine sum_eq_zero fun i hi => ?_
    rw [integral_const_mul, h.mean i (mem_range.mp hi), mul_zero]
  -- only the diagonal of the double sum survives
  have e2 : ∫ ω, ∑ i ∈ range n, ∑ j ∈ range n, w i * w j * (z i ω * z j ω) ∂μ =
      s ^ 2 * ∑ i ∈ range n, w i ^ 2 := by
    rw [integral_finsetSum _ (fun i hi => MeasureTheory.integrable_finsetSum _ (h2 i hi)), mul_sum]
    refine sum_congr rfl fun i hi => ?_
    rw [integral_finsetSum _ (h2 i hi), sum_eq_single_of_mem i hi]
    · have hv := h.variance i (mem_range.mp hi)
      simp only [pow_two] at hv
      rw [integral_const_mul, hv]
      ring
    · intro j hj hji
      rw [integral_const_mul, h.uncorrelated i (mem_range.mp hi) j (mem_range.mp hj)
        hji.symm, h.mean i (mem_range.mp hi), zero_mul, mul_zero]
  have e0 : ∀ ω, (b + ∑ i ∈ range n, w i * z i ω) ^ 2 =
      (b ^ 2 + ∑ i ∈ range n, 2 * b * w i * z i ω) +
        ∑ i ∈ range n, ∑ j ∈ range n, w i * w j * (z i ω * z j ω) := by
    intro ω
    have l : ∑ i ∈ range n, 2 * b * w i * z i ω =
        2 * b * ∑ i ∈ range n, w i * z i ω := by
      rw [mul_sum]
      exact sum_congr rfl fun i _ => by ring
    have q : ∑ i ∈ range n, ∑ j ∈ range n, w i * w j * (z i ω * z j ω) =
        (∑ i ∈ range n, w i * z i ω) * ∑ j ∈ range n, w j * z j ω := by
      rw [sum_mul_sum]
      exact sum_congr rfl fun i _ => sum_congr rfl fun j _ => by ring
    rw [l, q]
    ring
  have i1 : Integrable (fun ω => ∑ i ∈ range n, 2 * b * w i * z i ω) μ :=
    MeasureTheory.integrable_finsetSum _ h1
  have i0 : Integrable (fun ω => b ^ 2 + ∑ i ∈ range n, 2 * b * w i * z i ω) μ :=
    (integrable_const (b ^ 2)).add i1
  simp only [e0]
  rw [integral_add i0
    (MeasureTheory.integrable_finsetSum _ (fun i hi => MeasureTheory.integrable_finsetSum _ (h2 i hi))),
    integral_add (integrable_const (b ^ 2)) i1, e1, e2]
  simp
```

The `variable` lines declare the probability space and the noises for all that follows. For any constant b and weights w_i, the theorem states

⟨(b + Σ w_i z_i)²⟩ = b² + s² Σ w_i².

Expanding the square gives

b² + 2b Σ w_i ⟨z_i⟩ + Σ_i Σ_j w_i w_j ⟨z_i z_j⟩.

The middle term vanishes because the means do. In the double sum, terms with i ≠ j vanish because the noises are uncorrelated with mean zero, and each diagonal term gives w_i² s².

The Lean proof has the same parts: `e0` is the expansion, `e1` the vanishing linear term and `e2` the double sum. The statements `h1` and `h2` establish integrability, which is needed to exchange sums and averages; the product of two square-integrable functions is integrable.

## The energy after n steps

```lean
/-- If the first `n` noises satisfy `ForceNoise` with variance `s²`, then for `k > 0` and `n ≥ 1`
harmonic steps from any start `x₀`, the mean excess energy times `2 k n` is exactly the force
variance `s²`. -/
theorem meanExcess_harmonic {k : ℝ} (h : ForceNoise μ z s n) (hk : 0 < k)
    (hn : 1 ≤ n) (x₀ : ℝ) :
    2 * k * n * meanExcess μ k (harmonicStep k) x₀ z n = s ^ 2 := by
  have hn' : (n : ℝ) ≠ 0 := by
    exact_mod_cast (by omega : n ≠ 0)
  have m := noise_second_moment h 0 (fun _ => -1)
  refine mul_left_cancel₀ hn' (Eq.trans ?_ (m.trans (by simp [mul_comm])))
  unfold meanExcess
  rw [← mul_assoc, ← integral_const_mul]
  congr 1
  funext ω
  have g := geometry_harmonic hk.ne' x₀ (fun i => z i ω) n
  rw [← mul_sum, neg_one_mul, ← g]
  ring
```

The conclusion is 2kn E_n = s². Since 2kn > 0, division gives

E_n = s²/(2kn).

To obtain it, square the identity for k n x_n and average, using the previous theorem with b = 0 and all weights −1:

⟨(k n x_n)²⟩ = n s².

The left side is also n · 2kn E_n, and cancelling n gives the result. In Lean, `mul_left_cancel₀` performs the cancellation, and `congr 1` with `funext ω` reduces the equality of two averages to an equality for each outcome, where `geometry_harmonic` applies. The starting geometry x₀ is an argument of the theorem but is absent from the right side.

The condition n ≥ 1 excludes the unrelaxed geometry, whose energy is k x₀²/2.

## Comparison with other schedules

```lean
/-- If the first `n` noises satisfy `ForceNoise` with variance `s²`, then for any step schedule
`2 k n` times the mean excess energy after `n` steps is at least `s² (1 - P)² + n (k x₀ P)²`, where
`P` is the product of `1 - k a i` over `i < n`. -/
theorem meanExcess_lower_bound (h : ForceNoise μ z s n) (k : ℝ) (a : ℕ → ℝ) (x₀ : ℝ) :
    s ^ 2 * (1 - ∏ i ∈ range n, (1 - k * a i)) ^ 2 +
        n * (k * x₀ * ∏ i ∈ range n, (1 - k * a i)) ^ 2 ≤
      2 * k * n * meanExcess μ k a x₀ z n := by
  obtain ⟨w, hw, hx⟩ := geometry_weights k a n
  have m := noise_second_moment h (k * x₀ * ∏ i ∈ range n, (1 - k * a i)) w
  have e : 2 * k * meanExcess μ k a x₀ z n =
      (k * x₀ * ∏ i ∈ range n, (1 - k * a i)) ^ 2 + s ^ 2 * ∑ i ∈ range n, w i ^ 2 := by
    refine Eq.trans ?_ m
    unfold meanExcess
    rw [← integral_const_mul]
    congr 1
    funext ω
    have g := hx x₀ (fun i => z i ω)
    rw [← g]
    ring
  -- Cauchy-Schwarz: for a given sum, equal weights are the least noisy
  have c := sq_sum_le_card_mul_sum_sq (s := range n) (f := w)
  rw [hw, card_range] at c
  have c' := mul_le_mul_of_nonneg_left c (sq_nonneg s)
  have e' : 2 * k * n * meanExcess μ k a x₀ z n =
      n * ((k * x₀ * ∏ i ∈ range n, (1 - k * a i)) ^ 2 +
        s ^ 2 * ∑ i ∈ range n, w i ^ 2) := by
    linear_combination (n : ℝ) * e
  rw [e']
  nlinarith [c']
```

With P = P_n, the bound for any schedule is

s²(1 − P)² + n(k x₀ P)² ≤ 2kn E_n.

The weights and the mean-square formula give

2k E_n = (k x₀ P)² + s² Σ w_i².

The Cauchy–Schwarz inequality, applied to n weights whose sum is P − 1, says

(1 − P)² ≤ n Σ w_i².

Multiplying the energy formula by n and inserting this inequality proves the bound. In the code, `e` is the energy formula, `c` is Cauchy–Schwarz, and `nlinarith` combines them. For n = 0 both sides are zero.

```lean
/-- For `k > 0` and first `n` noises that satisfy `ForceNoise`, no step schedule that has erased the
starting geometry after `n` steps has a lower mean excess energy at that point than the harmonic
schedule. -/
theorem harmonic_optimal {k : ℝ} (h : ForceNoise μ z s n) (hk : 0 < k)
    (a : ℕ → ℝ) (x₀ : ℝ)
    (ha : ∏ i ∈ range n, (1 - k * a i) = 0) :
    meanExcess μ k (harmonicStep k) x₀ z n ≤ meanExcess μ k a x₀ z n := by
  have hn : 1 ≤ n := by
    rcases Nat.eq_zero_or_pos n with h0 | h0
    · subst h0
      simp at ha
    · exact h0
  have hn' : (0 : ℝ) < n := by exact_mod_cast hn
  have lower := meanExcess_lower_bound h k a x₀
  rw [ha] at lower
  have exact_law := meanExcess_harmonic h hk hn x₀
  refine le_of_mul_le_mul_left ?_ (by positivity : 0 < 2 * k * (n : ℝ))
  linarith
```

The hypothesis `ha` says P = 0: the schedule has erased the starting geometry, which happens exactly when some step has length 1/k. The lower bound then becomes s² ≤ 2kn E_n, while the harmonic schedule attains equality. Dividing by the positive number 2kn compares the two energies. The code first deduces n ≥ 1, since an empty product is 1 and not 0.

The comparison is between schedules fixed in advance, at the same n and with the same noises. If P ≠ 0 is allowed, the inequality can fail: a run that starts at x₀ = 0 and takes only steps of length zero keeps zero excess energy, which is lower than the harmonic value when n ≥ 1 and s ≠ 0.

## Two fair signs as force noise

```lean
/-- A sequence of sign functions on four outcomes: entry `0` is the first sign, and every later
entry is the second sign. -/
def signNoise (i : ℕ) : Fin 4 → ℝ :=
  if i = 0 then ![1, 1, -1, -1] else ![1, -1, 1, -1]
```

The four outcomes carry the sign pairs (1, 1), (1, −1), (−1, 1) and (−1, −1). The first entry is z_0 and the second is z_1. The notation `![...]` lists the values of a function on the four outcomes.

```lean
/-- The first two sign noises on four equally likely outcomes are force noises of variance one. -/
theorem forceNoise_witness :
    ForceNoise (PMF.uniformOfFintype (Fin 4)).toMeasure signNoise 1 2 := by
  have hI : ∀ f : Fin 4 → ℝ, ∫ ω, f ω ∂(PMF.uniformOfFintype (Fin 4)).toMeasure =
      (f 0 + f 1 + f 2 + f 3) / 4 := by
    intro f
    rw [PMF.integral_eq_sum]
    simp [Fin.sum_univ_four]
    ring
  refine ⟨fun i _ => MemLp.of_discrete, fun i hi => ?_, fun i hi => ?_,
    fun i hi j hj hij => ?_⟩
  · rw [hI]
    interval_cases i <;> simp [signNoise]
  · rw [hI]
    interval_cases i <;> simp [signNoise] <;> norm_num
  · rw [hI, hI, hI]
    interval_cases i <;> interval_cases j <;> simp [signNoise] at hij ⊢

end

end NoisyForceRelaxation
```

With equal probabilities 1/4, each sign has mean 0 and mean square 1, and the product z_0 z_1 averages to (1 − 1 − 1 + 1)/4 = 0. These two noises therefore satisfy `ForceNoise` with s = 1 and N = 2, so the assumptions are consistent. The statement `hI` turns the average into a sum over four outcomes divided by 4, and `interval_cases` goes through the indices 0 and 1.

For this noise, x_2 = −(z_0 + z_1)/(2k) takes the values −1/k, 0, 0 and 1/k. Its mean energy is 1/(4k), in agreement with s²/(2kn) at n = 2.

```lean
#print axioms NoisyForceRelaxation.meanExcess_lower_bound
#print axioms NoisyForceRelaxation.harmonic_optimal
```

```
'NoisyForceRelaxation.meanExcess_lower_bound' depends on axioms: [propext, Classical.choice, Quot.sound]
'NoisyForceRelaxation.harmonic_optimal' depends on axioms: [propext, Classical.choice, Quot.sound]
```
